# Parseval identity for a fermionic Green's function with finitely many real poles

Let $\beta>0$ be the inverse temperature, in units with $\hbar=1$. Let $e_k$ be finitely many real energies, measured from the chemical potential, with complex amplitudes $a_k$. The Green's function carries the overall minus sign usual for fermions, and its imaginary time $\tau$ runs over $[0,\beta]$. Its transform to frequency is $\int_0^\beta e^{i\omega_n\tau}G(\tau)\,d\tau$, with no prefactor, so a factor $1/\beta$ appears in front of every frequency sum.

## Poles, frequencies and the two Green's functions

```lean
import Mathlib

open Complex MeasureTheory Set

namespace MatsubaraParseval

noncomputable section

variable {ι κ : Type*} [Fintype ι] [Fintype κ]
```

The file loads Mathlib, Lean's mathematical library. The types `ι` and `κ` are finite sets of labels for poles. Two are declared because two models with different numbers of poles will be compared later.

```lean
/-- The fermionic Matsubara frequency `(2n+1)π/β`. -/
def matsubaraFreq (β : ℝ) (n : ℤ) : ℝ := (2 * n + 1) * Real.pi / β
```

This is $\omega_n=(2n+1)\pi/\beta$ for every integer $n$, negative ones included. The expression `(β : ℝ) (n : ℤ) : ℝ` says that a real number and an integer go in and a real number comes out.

```lean
/-- The imaginary-time Green's function with amplitudes `a k` and real energies `e k`. -/
def greenTau (β : ℝ) (a : ι → ℂ) (e : ι → ℝ) (τ : ℝ) : ℂ :=
  -∑ k, a k * Complex.exp (-(e k * τ)) / (1 + Complex.exp (-(β * e k)))
```

In ordinary notation,
$$G(\tau)=-\sum_k \frac{a_k\,e^{-e_k\tau}}{1+e^{-\beta e_k}} .$$
A family such as $a_k$ is a function `a : ι → ℂ`, and `a k` is its value at the label $k$. Energies are real by their type, `e : ι → ℝ`, but they need not be distinct. The amplitudes need be neither positive nor normalised, so off-diagonal elements of a Green's function matrix also fit.

The Lehmann form is the starting point here and is not derived from a Hamiltonian. In thermal equilibrium, a system of fermions with finitely many orbitals has Green's function elements of this form, whether or not the fermions interact.

```lean
/-- The Lehmann sum over poles at the `n`-th Matsubara frequency. -/
def greenMatsubara (β : ℝ) (a : ι → ℂ) (e : ι → ℝ) (n : ℤ) : ℂ :=
  ∑ k, a k / (I * matsubaraFreq β n - e k)
```

This is the pole sum, written $g_n$ below:
$$g_n=\sum_k\frac{a_k}{i\omega_n-e_k}.$$
It is defined independently of $G$. That it is the transform of $G$ has to be proved.

```lean
/-- The Green's function multiplied by the phase `exp(iπτ/β)`. -/
def twisted (β : ℝ) (a : ι → ℂ) (e : ι → ℝ) (τ : ℝ) : ℂ :=
  Complex.exp ((Real.pi * τ / β : ℝ) * I) * greenTau β a e τ
```

The auxiliary function is $F(\tau)=e^{i\pi\tau/\beta}G(\tau)$. Ordinary Fourier series on an interval of length $\beta$ use the frequencies $2\pi n/\beta$, whereas fermionic frequencies are shifted by $\pi/\beta$. The phase absorbs this shift and leaves the modulus unchanged: $|F(\tau)|=|G(\tau)|$.

## Two properties of the fermionic frequencies

```lean
/-- For every integer `n` and real `x`, the difference `iω_n - x` is nonzero, where `ω_n` is the
`n`-th fermionic Matsubara frequency. -/
theorem pole_ne_zero {β : ℝ} (hβ : 0 < β) (n : ℤ) (x : ℝ) :
    I * matsubaraFreq β n - x ≠ 0 := by
  intro h
  have him := congrArg Complex.im h
  have hn : (2 * (n : ℝ) + 1) ≠ 0 := by
    have h' : (2 * n + 1 : ℤ) ≠ 0 := by omega
    exact_mod_cast h'
  have hw : matsubaraFreq β n ≠ 0 :=
    div_ne_zero (mul_ne_zero hn Real.pi_ne_zero) hβ.ne'
  exact hw (by simpa using him)
```

A theorem lists its assumptions before the final colon and its conclusion after it; the proof follows `:= by`. Here the conclusion is $i\omega_n-x\neq0$ for every real $x$.

By hand: the imaginary part of $i\omega_n-x$ is $\omega_n$, and this is nonzero because $2n+1$ is odd. Lean assumes that the expression vanishes, takes imaginary parts in `him`, and reaches a contradiction with `hw`. The tactic `omega`, which handles integer arithmetic, supplies $2n+1\neq0$.

```lean
/-- The fermionic Matsubara phase `exp(iω_n τ)` equals `-1` at `τ = β`. -/
theorem phase_antiperiodic {β : ℝ} (hβ : 0 < β) (n : ℤ) :
    Complex.exp (I * matsubaraFreq β n * β) = -1 := by
  have hb : (β : ℂ) ≠ 0 := by exact_mod_cast hβ.ne'
  have h : I * matsubaraFreq β n * β = Real.pi * I + n * (2 * Real.pi * I) := by
    unfold matsubaraFreq
    push_cast
    rw [mul_assoc, div_mul_cancel₀ _ hb]
    ring
  rw [h, Complex.exp_add, Complex.exp_pi_mul_I,
    Complex.exp_eq_one_iff.mpr ⟨n, rfl⟩, mul_one]
```

The statement is $e^{i\omega_n\beta}=-1$. By hand,
$$i\omega_n\beta=i\pi+n\,(2\pi i),\qquad e^{i\pi}\,e^{2\pi i n}=-1 .$$
The step `h` is the first equation. The final `rw`, which rewrites with known equations, splits the exponential and evaluates its two factors.

## From imaginary time to the pole sum

```lean
/-- The Fourier coefficient of index `-n` of the phase-twisted Green's function is the
Lehmann sum at the `n`-th Matsubara frequency divided by `β`. -/
theorem fourierCoeff_twisted {β : ℝ} (hβ : 0 < β) (a : ι → ℂ) (e : ι → ℝ) (n : ℤ) :
    fourierCoeffOn hβ (twisted β a e) (-n) = greenMatsubara β a e n / β := by
  rw [fourierCoeffOn_eq_integral]
  -- the twist and the Fourier mode combine to a fermionic phase
  have hpt : ∀ τ : ℝ, fourier (-(-n)) (τ : AddCircle (β - 0)) • twisted β a e τ =
      ∑ k, -a k / (1 + Complex.exp (-(β * e k))) *
        Complex.exp ((I * matsubaraFreq β n - e k) * τ) := by
    intro τ
    have hφ : fourier (-(-n)) (τ : AddCircle (β - 0)) *
        Complex.exp ((Real.pi * τ / β : ℝ) * I) =
        Complex.exp (I * matsubaraFreq β n * τ) := by
      rw [fourier_coe_apply, ← Complex.exp_add]
      congr 1
      simp only [matsubaraFreq, sub_zero, neg_neg]
      push_cast
      ring
    rw [smul_eq_mul, twisted, ← mul_assoc, hφ, greenTau, mul_neg, Finset.mul_sum,
      ← Finset.sum_neg_distrib]
    refine Finset.sum_congr rfl fun k _ => ?_
    rw [show (I * matsubaraFreq β n - e k) * (τ : ℂ) =
      I * matsubaraFreq β n * τ + -(e k * τ) by ring, Complex.exp_add]
    ring
  -- each level integrates to its pole
  have hk : ∀ k, ∫ τ in (0 : ℝ)..β, -a k / (1 + Complex.exp (-(β * e k))) *
      Complex.exp ((I * matsubaraFreq β n - e k) * τ) =
      a k / (I * matsubaraFreq β n - e k) := by
    intro k
    have hz := pole_ne_zero hβ n (e k)
    have hD : 1 + Complex.exp (-((β : ℂ) * e k)) ≠ 0 := by
      have h1 : (1 + Real.exp (-(β * e k))) ≠ 0 := by positivity
      exact_mod_cast h1
    have hE : Complex.exp ((I * matsubaraFreq β n - e k) * β) =
        -Complex.exp (-(β * e k)) := by
      rw [show (I * matsubaraFreq β n - e k) * (β : ℂ) =
        I * matsubaraFreq β n * β + -(β * e k) by ring, Complex.exp_add,
        phase_antiperiodic hβ]
      ring
    have alg : ∀ A x z : ℂ, 1 + x ≠ 0 → z ≠ 0 →
        -A / (1 + x) * ((-x - 1) / z) = A / z := by
      intro A x z hx hz
      rw [show -x - 1 = -(1 + x) by ring]
      field_simp
    rw [intervalIntegral.integral_const_mul, integral_exp_mul_complex hz, hE,
      Complex.ofReal_zero, mul_zero, Complex.exp_zero]
    exact alg _ _ _ hD hz
  simp only [hpt]
  rw [intervalIntegral.integral_finsetSum
    (fun k _ => Continuous.intervalIntegrable (by fun_prop) _ _)]
  simp only [hk, sub_zero]
  rw [greenMatsubara, Complex.real_smul]
  push_cast
  ring
```

For a function $f$ on $[0,\beta]$, Mathlib's Fourier coefficient `fourierCoeffOn` is
$$c_m(f)=\frac1\beta\int_0^\beta e^{-2\pi i m\tau/\beta}f(\tau)\,d\tau .$$
The theorem says $c_{-n}(F)=g_n/\beta$. The index is $-n$ because Mathlib's coefficient has a minus sign in the exponent and the Matsubara transform has a plus sign.

**Combining the phases.** With $m=-n$, the Fourier mode and the phase in $F$ multiply to
$$e^{2\pi i n\tau/\beta}\,e^{i\pi\tau/\beta}=e^{i\omega_n\tau}.$$
This is `hφ`. The integrand is therefore
$$e^{i\omega_n\tau}G(\tau)=\sum_k\frac{-a_k}{1+e^{-\beta e_k}}\,e^{(i\omega_n-e_k)\tau},$$
which is `hpt`.

**Integrating one level.** Since $i\omega_n-e_k\neq0$, the exponential can be integrated directly:
$$\int_0^\beta e^{(i\omega_n-e_k)\tau}d\tau
=\frac{e^{i\omega_n\beta}e^{-\beta e_k}-1}{i\omega_n-e_k}
=-\frac{1+e^{-\beta e_k}}{i\omega_n-e_k}.$$
The second equality uses $e^{i\omega_n\beta}=-1$, through `hE`. Multiplying by the prefactor $-a_k/(1+e^{-\beta e_k})$ cancels the thermal denominator and leaves
$$\frac{a_k}{i\omega_n-e_k}.$$
This is `hk`. The cancellation itself is the small algebraic statement `alg`, and `hD` records that the denominator is nonzero.

**Summing.** The last lines exchange the finite sum with the integral, insert `hk` for every level, and keep the factor $1/\beta$ from the definition of $c_m$. The result is $g_n/\beta$.

## The Parseval identity

```lean
/-- **Parseval identity for Matsubara data**: `1/β` times the sum of the squared moduli of the
Lehmann sum over all fermionic frequencies converges to the integral of `|G(τ)|²` over
`[0, β]`. -/
theorem parseval_matsubara {β : ℝ} (hβ : 0 < β) (a : ι → ℂ) (e : ι → ℝ) :
    HasSum (fun n : ℤ => 1 / β * ‖greenMatsubara β a e n‖ ^ 2)
      (∫ τ in (0 : ℝ)..β, ‖greenTau β a e τ‖ ^ 2) := by
  have hc : Continuous (twisted β a e) := by
    unfold twisted greenTau
    fun_prop
  -- continuity on the closed interval `[0, β]` gives a bound, hence square integrability
  have hL2 : MemLp (twisted β a e) 2 (volume.restrict (Ioc 0 β)) := by
    obtain ⟨C, hC⟩ := (isCompact_Icc (a := (0 : ℝ)) (b := β)).exists_bound_of_continuousOn
      hc.continuousOn
    exact MemLp.of_bound hc.aestronglyMeasurable C
      ((ae_restrict_iff' measurableSet_Ioc).2
        (Filter.Eventually.of_forall fun x hx => hC x (Ioc_subset_Icc_self hx)))
  have hnorm : ∀ τ, ‖twisted β a e τ‖ = ‖greenTau β a e τ‖ := by
    intro τ
    rw [twisted, norm_mul, Complex.norm_exp_ofReal_mul_I, one_mul]
  -- Parseval for Fourier series, reindexed by n → -n
  have h := ((Equiv.neg ℤ).hasSum_iff.mpr (hasSum_sq_fourierCoeffOn hβ hL2)).mul_left β
  have hf : (fun n : ℤ => 1 / β * ‖greenMatsubara β a e n‖ ^ 2) =
      fun n : ℤ => β * ‖fourierCoeffOn hβ (twisted β a e) (-n)‖ ^ 2 := by
    funext n
    rw [fourierCoeff_twisted hβ, norm_div, Complex.norm_real, Real.norm_of_nonneg hβ.le]
    field_simp
  have hv : ∫ τ in (0 : ℝ)..β, ‖greenTau β a e τ‖ ^ 2 =
      β * (β - 0)⁻¹ • ∫ τ in (0 : ℝ)..β, ‖twisted β a e τ‖ ^ 2 := by
    simp only [hnorm, sub_zero, smul_eq_mul]
    rw [← mul_assoc, mul_inv_cancel₀ hβ.ne', one_mul]
  rw [hf, hv]
  exact h
```

In words: the series over all integers $n$ with terms $|g_n|^2/\beta$ converges, and its value is the integral of $|G|^2$,
$$\frac1\beta\sum_{n\in\mathbb Z}|g_n|^2=\int_0^\beta|G(\tau)|^2\,d\tau .$$
`HasSum` expresses the convergence and the value together, and the convergence doesn't depend on the order of summation. The double bars `‖ ‖` denote the modulus of a complex number.

By hand, start from Parseval's identity for Fourier series on $[0,\beta]$,
$$\sum_{m\in\mathbb Z}|c_m(F)|^2=\frac1\beta\int_0^\beta|F(\tau)|^2d\tau .$$
Multiply by $\beta$, put $m=-n$, and insert the coefficient just computed:
$$\beta\,|c_{-n}(F)|^2=\beta\left|\frac{g_n}{\beta}\right|^2=\frac{|g_n|^2}{\beta}.$$
On the right, $|F|=|G|$ removes the phase.

The Lean proof has the same parts. Parseval requires a square-integrable function. The step `hL2` provides this: $F$ is continuous, by `hc`, and hence bounded on the closed interval. The step `hnorm` is $|F|=|G|$. The line defining `h` takes Mathlib's Parseval theorem `hasSum_sq_fourierCoeffOn`, replaces the index by its negative and multiplies by $\beta$. Then `hf` and `hv` match the two sides to the terms and the integral in the statement.

**One pole.** A single level with real amplitude $a\neq0$ and energy $e\neq0$ can be checked directly. The time integral is
$$\frac{a^2}{(1+e^{-\beta e})^2}\,\frac{1-e^{-2\beta e}}{2e}=\frac{a^2}{2e}\tanh\frac{\beta e}{2},$$
and the identity becomes the familiar frequency sum
$$\frac1\beta\sum_{n\in\mathbb Z}\frac{1}{\omega_n^2+e^2}=\frac{1}{2e}\tanh\frac{\beta e}{2}.$$
At $e=0$ the function is constant, $G=-a/2$, and both sides of the identity equal $a^2\beta/4$.

```lean
/-- For real amplitudes, the integral of `G(τ)²` over `[0, β]` equals `1/β` times the sum over
all Matsubara frequencies of the squared modulus of the Lehmann sum. -/
theorem parseval_matsubara_real {β : ℝ} (hβ : 0 < β) (a e : ι → ℝ) :
    ∫ τ in (0 : ℝ)..β,
        (-∑ k, a k * Real.exp (-(e k * τ)) / (1 + Real.exp (-(β * e k)))) ^ 2 =
      1 / β * ∑' n : ℤ, ‖∑ k, (a k : ℂ) / (I * matsubaraFreq β n - e k)‖ ^ 2 := by
  have h := (parseval_matsubara hβ (fun k => (a k : ℂ)) e).tsum_eq
  rw [tsum_mul_left] at h
  simp only [greenMatsubara] at h
  rw [h]
  congr 1
  funext τ
  have hr : greenTau β (fun k => (a k : ℂ)) e τ =
      ((-∑ k, a k * Real.exp (-(e k * τ)) / (1 + Real.exp (-(β * e k))) : ℝ) : ℂ) := by
    unfold greenTau
    push_cast
    rfl
  rw [hr, Complex.norm_real, Real.norm_eq_abs, sq_abs]
```

For real amplitudes $G(\tau)$ is real, so its modulus squared is its ordinary square:
$$\int_0^\beta G(\tau)^2\,d\tau=\frac1\beta\sum_{n\in\mathbb Z}\left|\sum_k\frac{a_k}{i\omega_n-e_k}\right|^2 .$$
The statement writes both Green's functions out in full, with real exponentials on the left. The symbol `∑'` is the value of an infinite series, whose convergence comes from the preceding theorem.

The proof reads off that value with `tsum_eq` and takes $1/\beta$ outside the sum. The step `hr` identifies the complex-valued $G$ with the real expression, and `sq_abs` is $|x|^2=x^2$ for real $x$.

## Comparing two sets of poles

```lean
/-- The squared distance of two Green's functions with different sets of poles is the same in
imaginary time and, with weight `1/β`, on the Matsubara frequencies. -/
theorem parseval_distance {β : ℝ} (hβ : 0 < β) (a : ι → ℂ) (e : ι → ℝ)
    (b : κ → ℂ) (ε : κ → ℝ) :
    HasSum (fun n : ℤ => 1 / β * ‖greenMatsubara β a e n - greenMatsubara β b ε n‖ ^ 2)
      (∫ τ in (0 : ℝ)..β, ‖greenTau β a e τ - greenTau β b ε τ‖ ^ 2) := by
  -- the difference is itself a Lehmann sum over the joint set of poles
  have h := parseval_matsubara hβ (Sum.elim a (fun k => -b k)) (Sum.elim e ε)
  have h1 : ∀ n, greenMatsubara β (Sum.elim a (fun k => -b k)) (Sum.elim e ε) n =
      greenMatsubara β a e n - greenMatsubara β b ε n := by
    intro n
    simp only [greenMatsubara, Fintype.sum_sum_type, Sum.elim_inl, Sum.elim_inr, neg_div,
      Finset.sum_neg_distrib]
    ring
  have h2 : ∀ τ, greenTau β (Sum.elim a (fun k => -b k)) (Sum.elim e ε) τ =
      greenTau β a e τ - greenTau β b ε τ := by
    intro τ
    simp only [greenTau, Fintype.sum_sum_type, Sum.elim_inl, Sum.elim_inr, neg_mul, neg_div,
      Finset.sum_neg_distrib]
    ring
  simpa only [h1, h2] using h
```

Now take a second model with amplitudes $b_k$ and energies $\varepsilon_k$, labelled by `κ`. Writing the model as a superscript,
$$\frac1\beta\sum_{n\in\mathbb Z}\left|g_n^{(a,e)}-g_n^{(b,\varepsilon)}\right|^2
=\int_0^\beta\left|G^{(a,e)}(\tau)-G^{(b,\varepsilon)}(\tau)\right|^2d\tau .$$

By hand, both definitions are linear in the amplitudes. The difference of the two models is therefore one Lehmann sum over the joint list of poles, with amplitudes $a_k$ for the first set and $-b_k$ for the second. The Parseval identity applies to it at once. An energy that occurs in both models causes no trouble, since energies may repeat.

In Lean, `Sum.elim` builds the joint families: it uses the first function on labels from `ι` and the second on labels from `κ`. The steps `h1` and `h2` check that the joint sums are the two differences, and `simpa` inserts them into the identity.

For fitting a scalar Green's function by finitely many real poles, this means that an unweighted least-squares error over all Matsubara frequencies, scaled by $1/\beta$, is the squared error integrated over imaginary time. The theorem shows this for targets that themselves have the finite-pole form.

```lean
/-- The squared misfit of two Green's functions on any finite set of Matsubara frequencies, with
weight `1/β`, is at most their squared misfit in imaginary time. -/
theorem window_misfit_le {β : ℝ} (hβ : 0 < β) (a : ι → ℂ) (e : ι → ℝ)
    (b : κ → ℂ) (ε : κ → ℝ) (s : Finset ℤ) :
    ∑ n ∈ s, 1 / β * ‖greenMatsubara β a e n - greenMatsubara β b ε n‖ ^ 2 ≤
      ∫ τ in (0 : ℝ)..β, ‖greenTau β a e τ - greenTau β b ε τ‖ ^ 2 :=
  sum_le_hasSum s (fun n _ => by positivity) (parseval_distance hβ a e b ε)

end

end MatsubaraParseval
```

Here `s` is any finite set of integers, for instance the frequencies kept in a numerical fit. The theorem says
$$\frac1\beta\sum_{n\in s}\left|g_n^{(a,e)}-g_n^{(b,\varepsilon)}\right|^2
\le\int_0^\beta\left|G^{(a,e)}(\tau)-G^{(b,\varepsilon)}(\tau)\right|^2d\tau .$$
All terms of the full series are nonnegative, so a finite part of it cannot exceed the total. This is `sum_le_hasSum`, with `positivity` checking the sign of each term. The bound runs in one direction: a small error in imaginary time forces a small error on the window, while the theorem gives no control of the imaginary-time error from the window alone.

The results concern scalar functions at fermionic frequencies and finite $\beta$. Continuous spectra, bosonic frequencies and the zero-temperature limit are not treated.

```lean
#print axioms MatsubaraParseval.parseval_matsubara_real
#print axioms MatsubaraParseval.parseval_distance
#print axioms MatsubaraParseval.window_misfit_le
```

```
'MatsubaraParseval.parseval_matsubara_real' depends on axioms: [propext, Classical.choice, Quot.sound]
'MatsubaraParseval.parseval_distance' depends on axioms: [propext, Classical.choice, Quot.sound]
'MatsubaraParseval.window_misfit_le' depends on axioms: [propext, Classical.choice, Quot.sound]
```
